# A Majorana basis for every finite-dimensional antiunitary particle-hole operation that squares to +1

To write a superconductor's Bogoliubov-de Gennes (BdG) Hamiltonian in Majorana form, one needs a basis that its particle-hole symmetry leaves fixed, and here that symmetry is modelled as the antilinear map \(Jx=U\bar x\) on \(\mathbb C^N\), with \(U\) a unitary matrix. The bar denotes entrywise conjugation. A BdG Hamiltonian is then a Hermitian matrix \(H\) with \(HU=-U\bar H\). This relation expresses the redundancy of the Nambu description, which lists each excitation together with its conjugate.

If \(U^T=U\), which for unitary \(U\) is the same as \(J^2=+1\), there is a unitary \(W\) such that

\[
U=WW^T,\qquad W^\dagger HW=iA,\quad A\ \text{real},\ A^T=-A,
\]

for every such \(H\). The factorisation is Takagi's, restricted to unitary matrices.

## Pfaffians and parameter sweeps

When \(H\) has no zero eigenvalue, a code can read the ground-state fermion parity of a finite, quadratic mean-field model from the sign of the Pfaffian of \(A\), up to an overall sign set by the choice of \(W\). Since \(W\) depends on \(U\) alone, one \(W\) serves a whole sweep over \(H\). Keeping it fixed matters, because replacing \(W\) by \(WO\), with \(O\) real orthogonal, multiplies the Pfaffian by \(\det O\).

## Building the basis from invariant vectors

Unitarity gives \(\bar U U^T=U^T\bar U=1\). If \(U^T=U\), then \(J^2x=U\bar Ux=x\). Conversely, \(U\bar U=1\) gives \(U^T=U\bar UU^T=U\). Also,

\[
\langle Jx,Jy\rangle=(U\bar x)^\dagger U\bar y=x^T\bar y=\langle y,x\rangle .
\]

Suppose \(k<N\) orthonormal vectors \(v\) with \(Jv=v\) have been found. Choose \(x\ne0\) orthogonal to them. Then \(\langle v,Jx\rangle=\langle Jv,Jx\rangle=\langle x,v\rangle=0\), so \(Jx\) is orthogonal to them too.

- If \(x+Jx\neq0\), take \(y=x+Jx\), which is invariant because \(J^2=1\).
- If \(Jx=-x\), take \(y=ix\), since \(J(ix)=-iJx=ix\).

Dividing \(y\) by its real norm keeps it invariant. After \(N\) rounds the vectors form a basis. Put them in the columns of \(W\), so that \(U\bar W=W\). Multiplying on the right by \(W^T\) and using \(\bar WW^T=1\) gives \(U=WW^T\).

Now let \(M=W^\dagger HW\), which is Hermitian. Since \(W^T=W^\dagger U\),

\[
\bar M=W^T\bar H\bar W=W^\dagger U\bar H\bar W=-W^\dagger HU\bar W=-M .
\]

So \(M\) is purely imaginary, \(M=iA\), and Hermiticity makes \(A\) antisymmetric.

For a two-level instance, take

\[
U=\begin{pmatrix}0&i\\i&0\end{pmatrix},\quad
H=\begin{pmatrix}1&0\\0&-1\end{pmatrix},\quad
W=\frac1{\sqrt2}\begin{pmatrix}i&1\\1&i\end{pmatrix}.
\]

Multiplication gives \(WW^T=U\) and

\[
W^\dagger HW=\begin{pmatrix}0&-i\\i&0\end{pmatrix}
=i\begin{pmatrix}0&-1\\1&0\end{pmatrix}.
\]

## The Lean file

```lean
import Mathlib

open scoped Matrix

namespace MajoranaBasis

noncomputable section

/-- The entrywise complex conjugate of a matrix. -/
def conjM {n : Type*} (M : Matrix n n ℂ) : Matrix n n ℂ := M.map (starRingEnd ℂ)

variable {n : Type*} [Fintype n]

/-- `H` is a Bogoliubov-de Gennes Hamiltonian for the particle-hole matrix `U`:
it is Hermitian and `H U = -U conj(H)`. -/
def IsBdG (U H : Matrix n n ℂ) : Prop :=
  H.IsHermitian ∧ H * U = -(U * conjM H)

/-- The antilinear particle-hole operation `x ↦ U conj(x)` on state vectors. -/
def particleHole (U : Matrix n n ℂ) : EuclideanSpace ℂ n →ₗ⋆[ℂ] EuclideanSpace ℂ n where
  toFun x := WithLp.toLp 2 (U *ᵥ star x.ofLp)
  map_add' x y := by ext i; simp [Matrix.mulVec_add]
  map_smul' c x := by ext i; simp [Matrix.mulVec_smul]

/-- An antiunitary operation with square `+1` on a finite-dimensional complex Hilbert space
has an orthonormal basis of invariant vectors. -/
theorem exists_invariant_basis {E ι : Type*} [NormedAddCommGroup E] [InnerProductSpace ℂ E]
    [FiniteDimensional ℂ E] [Fintype ι] (hι : Module.finrank ℂ E = Fintype.card ι)
    (J : E →ₗ⋆[ℂ] E) (hJ : ∀ x, J (J x) = x)
    (hin : ∀ x y, inner ℂ (J x) (J y) = inner ℂ y x) :
    ∃ b : OrthonormalBasis ι ℂ E, ∀ i, J (b i) = b i := by
  classical
  -- collect invariant orthonormal vectors one at a time
  have key : ∀ k ≤ Module.finrank ℂ E, ∃ s : Finset E, s.card = k ∧ (∀ v ∈ s, J v = v) ∧
      ∀ v ∈ s, ∀ w ∈ s, inner ℂ v w = if v = w then (1 : ℂ) else 0 := by
    intro k
    induction k with
    | zero => exact fun _ => ⟨∅, by simp⟩
    | succ k ih =>
      intro hk
      obtain ⟨s, hc, hf, ho⟩ := ih (by omega)
      have hne : (Submodule.span ℂ (s : Set E)).orthogonal ≠ ⊥ := by
        intro h
        have h5 : Module.finrank ℂ (Submodule.span ℂ (s : Set E)) ≤ s.card :=
          finrank_span_finset_le_card s
        rw [Submodule.orthogonal_eq_bot_iff.mp h, finrank_top] at h5
        omega
      obtain ⟨x, hx, hx0⟩ := Submodule.exists_mem_ne_zero_of_ne_bot hne
      have hp : ∀ v ∈ s, inner ℂ v x = 0 := fun v hv =>
        (Submodule.mem_orthogonal _ x).mp hx v (Submodule.subset_span (Finset.mem_coe.2 hv))
      -- either x + Jx or ix is a nonzero invariant vector
      obtain ⟨y, hy0, hJy, hy⟩ : ∃ y, y ≠ 0 ∧ J y = y ∧ ∀ v ∈ s, inner ℂ v y = 0 := by
        by_cases h : x + J x = 0
        · refine ⟨Complex.I • x, smul_ne_zero Complex.I_ne_zero hx0, ?_, fun v hv => ?_⟩
          · rw [J.map_smulₛₗ, eq_neg_of_add_eq_zero_right h, Complex.conj_I, smul_neg,
              neg_smul, neg_neg]
          · rw [inner_smul_right, hp v hv, mul_zero]
        · refine ⟨x + J x, h, by rw [J.map_add, hJ, add_comm], fun v hv => ?_⟩
          have h6 := hin v x
          rw [hf v hv, inner_eq_zero_symm.mp (hp v hv)] at h6
          rw [inner_add_right, hp v hv, h6, add_zero]
      obtain ⟨z, hJz, hzz, hz⟩ : ∃ z, J z = z ∧ inner ℂ z z = (1 : ℂ) ∧
          ∀ v ∈ s, inner ℂ v z = 0 := by
        refine ⟨((‖y‖⁻¹ : ℝ) : ℂ) • y, ?_, ?_, fun v hv => ?_⟩
        · rw [J.map_smulₛₗ, Complex.conj_ofReal, hJy]
        · have h1 : ‖((‖y‖⁻¹ : ℝ) : ℂ) • y‖ = 1 := by
            rw [norm_smul, Complex.norm_real, norm_inv, norm_norm,
              inv_mul_cancel₀ (norm_ne_zero_iff.2 hy0)]
          rw [inner_self_eq_norm_sq_to_K, h1]
          simp
        · rw [inner_smul_right, hy v hv, mul_zero]
      have hzs : z ∉ s := fun h => one_ne_zero (hzz.symm.trans (hz z h))
      refine ⟨insert z s, by rw [Finset.card_insert_of_notMem hzs, hc], ?_, ?_⟩
      · intro v hv
        rcases Finset.mem_insert.mp hv with h | h
        · rw [h, hJz]
        · exact hf v h
      · intro v hv w hw
        rcases Finset.mem_insert.mp hv with h | h <;>
          rcases Finset.mem_insert.mp hw with h' | h'
        · rw [h, h', hzz, if_pos rfl]
        · rw [h, inner_eq_zero_symm.mp (hz w h'), if_neg]
          exact fun e => hzs (by rw [e]; exact h')
        · rw [h', hz v h, if_neg]
          exact fun e => hzs (by rw [← e]; exact h)
        · exact ho v h w h'
  obtain ⟨s, hc, hf, ho⟩ := key _ le_rfl
  let e : ι ≃ s := Fintype.equivOfCardEq (by rw [Fintype.card_coe, hc, hι])
  have hon : Orthonormal ℂ (fun i => (e i : E)) := by
    rw [orthonormal_iff_ite]
    intro i j
    rw [ho _ (e i).2 _ (e j).2]
    by_cases h : i = j
    · rw [h, if_pos rfl, if_pos rfl]
    · rw [if_neg h, if_neg fun h' => h (e.injective (Subtype.ext h'))]
  refine ⟨OrthonormalBasis.mk hon
    (hon.linearIndependent.span_eq_top_of_card_eq_finrank' hι.symm).ge, fun i => ?_⟩
  rw [OrthonormalBasis.coe_mk]
  exact hf _ (e i).2

variable [DecidableEq n]

/-- Unitarity of `W`, written for `W` and for its complex conjugate. -/
lemma unitary_rels {W : Matrix n n ℂ} (hW : W ∈ Matrix.unitaryGroup n ℂ) :
    Wᴴ * W = 1 ∧ conjM W * Wᵀ = 1 ∧ Wᵀ * conjM W = 1 := by
  have h2 : Wᴴ * W = 1 := Matrix.mem_unitaryGroup_iff'.mp hW
  have h4 := congrArg Matrix.transpose h2
  rw [Matrix.transpose_mul, Matrix.transpose_one] at h4
  exact ⟨h2, mul_eq_one_comm.mp h4, h4⟩

/-- For unitary `U`, the particle-hole operation squares to `+1`, that is `U conj(U) = 1`,
exactly when `U` is symmetric. -/
theorem square_one_iff_symmetric {U : Matrix n n ℂ} (hU : U ∈ Matrix.unitaryGroup n ℂ) :
    U * conjM U = 1 ↔ Uᵀ = U := by
  obtain ⟨-, h3, h4⟩ := unitary_rels hU
  constructor
  · intro h
    calc Uᵀ = U * conjM U * Uᵀ := by rw [h, one_mul]
      _ = U := by rw [mul_assoc, h3, mul_one]
  · intro h
    rwa [h] at h4

/-- Every symmetric unitary matrix `U` factorises as `U = W Wᵀ` with `W` unitary. -/
theorem exists_unitary_factor {U : Matrix n n ℂ} (hU : U ∈ Matrix.unitaryGroup n ℂ)
    (hs : Uᵀ = U) : ∃ W ∈ Matrix.unitaryGroup n ℂ, U = W * Wᵀ := by
  have hsq := (square_one_iff_symmetric hU).2 hs
  have hstar : ∀ v : n → ℂ, star (U *ᵥ v) = conjM U *ᵥ star v := by
    intro v; ext i; simp [conjM, Matrix.mulVec, dotProduct]
  obtain ⟨b, hb⟩ := exists_invariant_basis (ι := n) (by simp) (particleHole U)
    (by
      intro x
      change WithLp.toLp 2 (U *ᵥ star (U *ᵥ star x.ofLp)) = x
      rw [hstar, star_star, Matrix.mulVec_mulVec, hsq, Matrix.one_mulVec])
    (by
      intro x y
      rw [EuclideanSpace.inner_eq_star_dotProduct, EuclideanSpace.inner_eq_star_dotProduct]
      change (U *ᵥ star y.ofLp) ⬝ᵥ star (U *ᵥ star x.ofLp) = x.ofLp ⬝ᵥ star y.ofLp
      rw [hstar, star_star, Matrix.dotProduct_mulVec, show conjM U = (Uᴴ)ᵀ from rfl,
        Matrix.vecMul_transpose, Matrix.mulVec_mulVec, (unitary_rels hU).1,
        Matrix.one_mulVec, dotProduct_comm])
  -- the invariant vectors are the columns of W
  let W : Matrix n n ℂ := Matrix.of fun i j => (b j).ofLp i
  have hW : Wᴴ * W = 1 := by
    ext i j
    have h := orthonormal_iff_ite.mp b.orthonormal i j
    rw [EuclideanSpace.inner_eq_star_dotProduct] at h
    rw [Matrix.one_apply, ← h]
    simp [W, Matrix.mul_apply, dotProduct, mul_comm]
  have hWu : W ∈ Matrix.unitaryGroup n ℂ := Matrix.mem_unitaryGroup_iff'.mpr hW
  have hcol : U * conjM W = W := by
    ext i j
    exact congrArg (fun v : EuclideanSpace ℂ n => v.ofLp i) (hb j)
  refine ⟨W, hWu, ?_⟩
  calc U = U * (conjM W * Wᵀ) := by rw [(unitary_rels hWu).2.1, mul_one]
    _ = W * Wᵀ := by rw [← mul_assoc, hcol]

omit [Fintype n] [DecidableEq n] in
/-- A Hermitian, purely imaginary matrix is `i` times a real antisymmetric matrix. -/
theorem hermitian_imaginary {M : Matrix n n ℂ} (h1 : Mᴴ = M) (h2 : conjM M = -M) :
    ∃ A : Matrix n n ℝ, Aᵀ = -A ∧ M = Complex.I • A.map Complex.ofReal := by
  refine ⟨M.map Complex.im, ?_, ?_⟩
  · ext i j
    have e : starRingEnd ℂ (M j i) = M i j := congrFun (congrFun h1 i) j
    have e' := congrArg Complex.im e
    simp only [Complex.conj_im] at e'
    simp only [Matrix.transpose_apply, Matrix.map_apply, Matrix.neg_apply]
    linarith
  · ext i j
    have e : starRingEnd ℂ (M i j) = -M i j := congrFun (congrFun h2 i) j
    have e' := congrArg Complex.re e
    simp only [Complex.conj_re, Complex.neg_re] at e'
    simp only [Matrix.smul_apply, Matrix.map_apply, smul_eq_mul]
    apply Complex.ext
    · simp
      linarith
    · simp

/-- Every symmetric unitary particle-hole matrix `U` admits a Majorana basis: a unitary `W`
with `U = W Wᵀ` that brings every BdG Hamiltonian to the form `iA`, `A` real antisymmetric. -/
theorem exists_majorana_basis {U : Matrix n n ℂ} (hU : U ∈ Matrix.unitaryGroup n ℂ)
    (hs : Uᵀ = U) :
    ∃ W ∈ Matrix.unitaryGroup n ℂ, U = W * Wᵀ ∧ ∀ H : Matrix n n ℂ, IsBdG U H →
      ∃ A : Matrix n n ℝ, Aᵀ = -A ∧ Wᴴ * H * W = Complex.I • A.map Complex.ofReal := by
  obtain ⟨W, hW, rfl⟩ := exists_unitary_factor hU hs
  obtain ⟨h2, -, h4⟩ := unitary_rels hW
  refine ⟨W, hW, rfl, fun H ⟨hH, hp⟩ => hermitian_imaginary ?_ ?_⟩
  · rw [Matrix.conjTranspose_mul, Matrix.conjTranspose_mul,
      Matrix.conjTranspose_conjTranspose, hH.eq, mul_assoc]
  · -- carry the particle-hole relation into the basis W
    have hc : conjM (Wᴴ * H * W) = Wᵀ * conjM H * conjM W := by
      have h : conjM Wᴴ = Wᵀ := by ext i j; simp [conjM]
      rw [← h]
      simp only [conjM, Matrix.map_mul]
    calc conjM (Wᴴ * H * W) = Wᴴ * (W * Wᵀ * conjM H) * conjM W := by
          rw [hc]
          simp only [← mul_assoc]
          rw [h2, one_mul]
      _ = -(Wᴴ * (H * (W * Wᵀ)) * conjM W) := by rw [hp, mul_neg, neg_mul, neg_neg]
      _ = -(Wᴴ * H * W * (Wᵀ * conjM W)) := by simp only [mul_assoc]
      _ = -(Wᴴ * H * W) := by rw [h4, mul_one]

/-- The matrix `U` with zero diagonal and off-diagonal entries `i` is unitary and symmetric,
and `diag(1, -1)` is a BdG Hamiltonian for it. -/
theorem exists_majorana_basis_witness :
    !![0, Complex.I; Complex.I, 0] ∈ Matrix.unitaryGroup (Fin 2) ℂ ∧
    !![0, Complex.I; Complex.I, 0]ᵀ = !![0, Complex.I; Complex.I, 0] ∧
    IsBdG !![0, Complex.I; Complex.I, 0] !![1, 0; 0, -1] := by
  have h : conjM !![1, 0; 0, -1] = !![1, 0; 0, -1] := by
    ext i j
    fin_cases i <;> fin_cases j <;> simp [conjM]
  refine ⟨Matrix.mem_unitaryGroup_iff.mpr ?_, ?_, ?_, ?_⟩
  · ext i j
    fin_cases i <;> fin_cases j <;>
      simp [Matrix.mul_apply, Fin.sum_univ_succ, Matrix.star_eq_conjTranspose]
  · ext i j
    fin_cases i <;> fin_cases j <;> simp
  · ext i j
    fin_cases i <;> fin_cases j <;> simp
  · rw [h]
    ext i j
    fin_cases i <;> fin_cases j <;> simp [Matrix.mul_apply, Fin.sum_univ_succ]

end

end MajoranaBasis
```

```lean
#print axioms MajoranaBasis.exists_majorana_basis
-- 'MajoranaBasis.exists_majorana_basis' depends on axioms: [propext, Classical.choice, Quot.sound]
```

## One basis for all H, with no algorithm attached

In `exists_majorana_basis`, the finite type `n` labels the basis states, `hU` says that \(U\) is unitary and `hs` that it is symmetric. `IsBdG U H` holds the two conditions on \(H\), and `conjM` is the bar. The quantifier over `H` comes after `W`, which is what permits the fixed basis in a sweep.

`exists_invariant_basis` carries out the construction for any antiunitary `J` with square one. Its induction `key` adds one vector at a time: a dimension count supplies \(x\), and `by_cases` separates the two choices of \(y\). `exists_unitary_factor` applies this to `particleHole U`, with `hcol` recording \(U\bar W=W\). The last `calc` block of the main theorem is the computation of \(\bar M\), and `hermitian_imaginary` extracts \(A\) as the imaginary part. `exists_majorana_basis_witness` checks that the two-level \(U\) and \(H\) meet the hypotheses; it contains no \(W\).

The theorem gives existence, with no numerical routine or rounding bound. It runs from BdG Hamiltonians to the form \(iA\), and makes no statement about the reverse direction or about how two such bases are related. In a Bloch problem with crystal momentum \(q\), the relation links \(H(q)\) to \(H(-q)\), so particle-hole symmetry by itself brings a single block under the theorem only where \(q\) and \(-q\) are equivalent, that is, differ by a reciprocal lattice vector.

The step from matrices to Majorana operators is the Nambu condition \(\Psi=U(\Psi^\dagger)^T\) on the column \(\Psi\) of field operators, which makes the components of \(W^\dagger\Psi\) self-adjoint. That condition comes from the physical model.
